# For orthonormal orbitals, positive semidefinite repulsion and W ≥ 0, a covalent–ionic singlet mixture lies below the triplet exactly when c² > 2KW

## Two electrons on a grid

The index type `ι` is a finite set of grid points, and an orbital is a real vector on it. Any quadrature weights are absorbed into the vectors, so u·v is a plain sum (`⬝ᵥ` in Lean). A two-electron function ψ(i,j) is purely spatial: symmetric functions stand for singlets and antisymmetric ones for triplets, and no spin functions appear.

```lean
import Mathlib

open Matrix

namespace CovalentIonicSinglet

noncomputable section

variable {ι : Type*} [Fintype ι]
```

The product ab means a(i)b(j), with electron 1 in a and electron 2 in b.

```lean
/-- The product function in which electron 1 occupies `a` and electron 2 occupies `b`. -/
def orbProd (a b : ι → ℝ) : ι → ι → ℝ := fun i j => a i * b j

/-- The overlap of two real two-electron functions on the grid. -/
def overlap (φ ψ : ι → ι → ℝ) : ℝ := ∑ i, ∑ j, φ i j * ψ i j
```

The Hamiltonian H applies a one-electron matrix h to each coordinate and multiplies by a repulsion kernel w(i,j). I write ⟨φ|H|ψ⟩ for `matEl h w φ ψ`, and E(φ) for ⟨φ|H|φ⟩.

```lean
/-- The two-electron Hamiltonian: `h` acts on each electron, and the repulsion `w`
multiplies the amplitude. -/
def hamiltonian (h w : Matrix ι ι ℝ) (ψ : ι → ι → ℝ) : ι → ι → ℝ := fun i j =>
  ∑ k, h i k * ψ k j + ∑ k, h j k * ψ i k + w i j * ψ i j

/-- The matrix element of the Hamiltonian between two functions. -/
def matEl (h w : Matrix ι ι ℝ) (φ ψ : ι → ι → ℝ) : ℝ := overlap φ (hamiltonian h w ψ)
```

The names covalent and ionic suit orbitals localised on different atoms, but the algebra does not require that. The three states are

S = (ab + ba)/√2,  T = (ab − ba)/√2,  I = x·aa + y·bb.

```lean
/-- The covalent singlet `(ab + ba)/√2`. -/
def covalent (a b : ι → ℝ) : ι → ι → ℝ :=
  (Real.sqrt 2)⁻¹ • orbProd a b + (Real.sqrt 2)⁻¹ • orbProd b a

/-- The spatial part of the triplet, `(ab - ba)/√2`. -/
def triplet (a b : ι → ℝ) : ι → ι → ℝ :=
  (Real.sqrt 2)⁻¹ • orbProd a b - (Real.sqrt 2)⁻¹ • orbProd b a

/-- The ionic singlet `x aa + y bb`, with both electrons in the same orbital. -/
def ionic (a b : ι → ℝ) (x y : ℝ) : ι → ι → ℝ := x • orbProd a a + y • orbProd b b
```

The coupling is c = ⟨S|H|I⟩, and W = E(I) − E(T) is the height of the ionic level above the triplet. The exchange integral is K = (a∗b)·w(a∗b), where ∗ is the pointwise product on the grid.

```lean
/-- The exchange integral: the repulsion of the overlap density `ab` with itself. -/
def exchange (w : Matrix ι ι ℝ) (a b : ι → ℝ) : ℝ := (a * b) ⬝ᵥ w *ᵥ (a * b)
```

Overlaps and matrix elements are bilinear, so everything reduces to orbital products.

```lean
/-- The overlap of two superpositions is the sum of the four weighted overlaps. -/
theorem overlap_expand (p q r s : ℝ) (φ ψ χ η : ι → ι → ℝ) :
    overlap (p • φ + q • ψ) (r • χ + s • η) =
      p * r * overlap φ χ + p * s * overlap φ η
        + q * r * overlap ψ χ + q * s * overlap ψ η := by
  simp only [overlap, Pi.add_apply, Pi.smul_apply, smul_eq_mul, Finset.mul_sum,
    ← Finset.sum_add_distrib]
  exact Finset.sum_congr rfl fun i _ => Finset.sum_congr rfl fun j _ => by ring

/-- The Hamiltonian between two superpositions is the sum of the four weighted
matrix elements. -/
theorem matEl_expand (h w : Matrix ι ι ℝ) (p q r s : ℝ) (φ ψ χ η : ι → ι → ℝ) :
    matEl h w (p • φ + q • ψ) (r • χ + s • η) =
      p * r * matEl h w φ χ + p * s * matEl h w φ η
        + q * r * matEl h w ψ χ + q * s * matEl h w ψ η := by
  have e : ∀ u f g : ι → ℝ, ∑ k, u k * (r * f k + s * g k) =
      r * ∑ k, u k * f k + s * ∑ k, u k * g k := by
    intro u f g
    rw [Finset.mul_sum, Finset.mul_sum, ← Finset.sum_add_distrib]
    exact Finset.sum_congr rfl fun k _ => by ring
  -- the Hamiltonian is linear
  have lin : hamiltonian h w (r • χ + s • η) =
      r • hamiltonian h w χ + s • hamiltonian h w η := by
    funext i j
    have e1 := e (h i) (fun k => χ k j) (fun k => η k j)
    have e2 := e (h j) (χ i) (η i)
    simp only [hamiltonian, Pi.add_apply, Pi.smul_apply, smul_eq_mul]
    linear_combination e1 + e2
  simp only [matEl, lin, overlap_expand]
```

Acting on a product cd, where c and d are for the moment any two orbitals, the Hamiltonian gives

H(cd)(i,j) = (hc)(i)d(j) + c(i)(hd)(j) + w(i,j)c(i)d(j).

Multiplying by a(i)b(j) and summing gives

⟨ab|H|cd⟩ = (a·hc)(b·d) + (a·c)(b·hd) + (a∗c)·w(b∗d).

`matEl_orbProd` proves this by the same two steps.

```lean
/-- Between orbital products the Hamiltonian gives two one-electron terms and the
repulsion of the two transition densities. -/
theorem matEl_orbProd (h w : Matrix ι ι ℝ) (a b c d : ι → ℝ) :
    matEl h w (orbProd a b) (orbProd c d) =
      (a ⬝ᵥ h *ᵥ c) * (b ⬝ᵥ d) + (a ⬝ᵥ c) * (b ⬝ᵥ h *ᵥ d)
        + (a * c) ⬝ᵥ w *ᵥ (b * d) := by
  have e : hamiltonian h w (orbProd c d) = fun i j =>
      (h *ᵥ c) i * d j + c i * (h *ᵥ d) j + w i j * (c i * d j) := by
    funext i j
    simp only [hamiltonian, orbProd, mulVec, dotProduct, Finset.sum_mul, Finset.mul_sum]
    congr 2 <;> exact Finset.sum_congr rfl fun k _ => by ring
  rw [matEl, e]
  generalize h *ᵥ c = u
  generalize h *ᵥ d = v
  simp only [overlap, orbProd, dotProduct, mulVec, Pi.mul_apply, Finset.sum_mul_sum]
  simp only [Finset.mul_sum, ← Finset.sum_add_distrib]
  exact Finset.sum_congr rfl fun i _ => Finset.sum_congr rfl fun j _ => by ring
```

## Symmetric h: one coupling instead of two

`hh : h.IsSymm` says that the real one-electron operator is Hermitian. By hand it gives ⟨I|H|S⟩ = ⟨S|H|I⟩ = c, so the cross term in the energy of a mixture is 2c. The proof exchanges summation indices in each one-electron term; the repulsion term is symmetric anyway, because it only multiplies.

```lean
/-- For a symmetric one-electron matrix the two-electron Hamiltonian is symmetric. -/
theorem matEl_comm {h : Matrix ι ι ℝ} (hh : h.IsSymm) (w : Matrix ι ι ℝ)
    (φ ψ : ι → ι → ℝ) : matEl h w φ ψ = matEl h w ψ φ := by
  have t1 : ∑ i, ∑ j, ∑ k, φ i j * (h i k * ψ k j) =
      ∑ i, ∑ j, ∑ k, ψ i j * (h i k * φ k j) := by
    conv_lhs => rw [Finset.sum_comm]
    conv_rhs => rw [Finset.sum_comm]
    refine Finset.sum_congr rfl fun j _ => ?_
    conv_lhs => rw [Finset.sum_comm]
    refine Finset.sum_congr rfl fun i _ => Finset.sum_congr rfl fun k _ => ?_
    rw [hh.apply i k]
    ring
  have t2 : ∑ i, ∑ j, ∑ k, φ i j * (h j k * ψ i k) =
      ∑ i, ∑ j, ∑ k, ψ i j * (h j k * φ i k) := by
    refine Finset.sum_congr rfl fun i _ => ?_
    conv_lhs => rw [Finset.sum_comm]
    refine Finset.sum_congr rfl fun j _ => Finset.sum_congr rfl fun k _ => ?_
    rw [hh.apply j k]
    ring
  have t3 : ∑ i, ∑ j, φ i j * (w i j * ψ i j) = ∑ i, ∑ j, ψ i j * (w i j * φ i j) :=
    Finset.sum_congr rfl fun i _ => Finset.sum_congr rfl fun j _ => by ring
  simp only [matEl, overlap, hamiltonian, mul_add, Finset.sum_add_distrib, Finset.mul_sum]
  rw [t1, t2, t3]
```

Without this hypothesis the criterion can fail. Take two points, a and b the unit vectors on them, w = 0, and h with a·hb = 1 as its only nonzero entry. For I = aa, K = W = c = 0, but ⟨I|H|S⟩ = √2, and a mixture with coefficients of opposite sign lies below the triplet.

## Orthonormal orbitals and a normalised ionic state

The hypotheses `haa`, `hbb` and `hab` say that a and b are orthonormal; `hxy` says x² + y² = 1. Since ⟨ab|cd⟩ = (a·c)(b·d), they give

⟨S|S⟩ = ⟨T|T⟩ = ½(1 + 1) = 1,  ⟨I|I⟩ = x² + y² = 1,  ⟨S|I⟩ = 0.

The squared norm of pS + qI is therefore p² + q². The proof expands the overlaps and uses (1/√2)² = 1/2.

```lean
lemma inv_sqrt_two_sq : (Real.sqrt 2)⁻¹ * (Real.sqrt 2)⁻¹ = 1 / 2 := by
  rw [← mul_inv, Real.mul_self_sqrt (by norm_num)]
  norm_num

/-- For orthonormal orbitals and `x² + y² = 1`, the triplet, the covalent singlet and the
ionic singlet are normalised, and the two singlets are orthogonal. -/
theorem states_orthonormal {a b : ι → ℝ} {x y : ℝ} (haa : a ⬝ᵥ a = 1) (hbb : b ⬝ᵥ b = 1)
    (hab : a ⬝ᵥ b = 0) (hxy : x ^ 2 + y ^ 2 = 1) :
    overlap (triplet a b) (triplet a b) = 1 ∧ overlap (covalent a b) (covalent a b) = 1 ∧
      overlap (ionic a b x y) (ionic a b x y) = 1 ∧
      overlap (covalent a b) (ionic a b x y) = 0 := by
  have hba : b ⬝ᵥ a = 0 := by rw [dotProduct_comm, hab]
  have e : ∀ a b c d : ι → ℝ,
      overlap (orbProd a b) (orbProd c d) = (a ⬝ᵥ c) * (b ⬝ᵥ d) := by
    intro a b c d
    simp only [overlap, orbProd, dotProduct, Finset.sum_mul_sum]
    exact Finset.sum_congr rfl fun i _ => Finset.sum_congr rfl fun j _ => by ring
  simp only [triplet, covalent, ionic, sub_eq_add_neg, ← neg_smul, overlap_expand, e,
    haa, hbb, hab, hba]
  refine ⟨?_, ?_, ?_, ?_⟩
  · linear_combination 2 * inv_sqrt_two_sq
  · linear_combination 2 * inv_sqrt_two_sq
  · linear_combination hxy
  · ring
```

Without normalisation, these matrix elements are no longer energies. Without orthogonality, one-electron terms enter the singlet–triplet gap. On two points let a = (1,0), b = (1,1)/√2, h = diag(−1,0) and w = 0. Then K = 0, but after normalisation the covalent singlet has energy −5/3 and the triplet −1.

## Positive semidefinite repulsion: K ≥ 0

`hw` says that every real charge distribution ρ has nonnegative self-repulsion ρ·wρ. The Coulomb kernel has this property in continuous space; on a grid it depends on the finite values that replace the singular diagonal. The direct terms cancel in the gap, leaving

E(S) − E(T) = ⟨ab|H|ba⟩ + ⟨ba|H|ab⟩ = 2[(a·hb)(b·a) + (a·b)(b·ha) + K] = 2K.

Orthogonality removes the one-electron terms, and `hw` at ρ = a∗b gives K ≥ 0.

```lean
/-- For orthogonal orbitals and a positive semidefinite repulsion, the diagonal matrix element of
the Hamiltonian for `(ab + ba)/√2` exceeds that for `(ab - ba)/√2` by `2K`, and the exchange
integral `K` is nonnegative. -/
theorem covalent_gap (h : Matrix ι ι ℝ) {w : Matrix ι ι ℝ} {a b : ι → ℝ}
    (hw : ∀ ρ : ι → ℝ, 0 ≤ ρ ⬝ᵥ w *ᵥ ρ) (hab : a ⬝ᵥ b = 0) :
    matEl h w (covalent a b) (covalent a b) - matEl h w (triplet a b) (triplet a b)
      = 2 * exchange w a b ∧ 0 ≤ exchange w a b := by
  refine ⟨?_, hw _⟩
  have hba : b ⬝ᵥ a = 0 := by rw [dotProduct_comm, hab]
  -- orthogonality removes the one-electron part of the exchange terms
  simp only [triplet, covalent, exchange, sub_eq_add_neg, ← neg_smul, matEl_expand,
    matEl_orbProd, hab, hba, mul_comm b a]
  linear_combination 4 * ((a * b) ⬝ᵥ w *ᵥ (a * b)) * inv_sqrt_two_sq
```

A kernel with nonnegative entries is not enough. On two points let h = 0, w(1,2) = w(2,1) = 1 with zero diagonal, a = (1,1)/√2 and b = (1,−1)/√2. Then K = −1/2, E(S) = 0 and E(T) = 1. For I = (aa − bb)/√2, W = c = 0, so c² > 2KW is false although S itself lies below T. The main theorem needs positivity only at a∗b, that is, K ≥ 0.

## An ionic level no lower than the triplet

`hI` defines W = E(I) − E(T); the physical assumption is `hW`, W ≥ 0. For p² + q² = 1, the energy of pS + qI measured from the triplet is

Q = 2K p² + 2c pq + W q².

Write A = 2K. If A > 0, completing the square gives

AQ = (Ap + cq)² + (AW − c²)q².

So Q ≥ 0 when c² ≤ AW. When c² > AW, the choice p = −c, q = A gives Q = A(AW − c²) < 0. If A = 0 and c = 0, then Q = Wq² ≥ 0. If A = 0 and c ≠ 0, then p = −(W+1), q = 2c gives Q = −4c² < 0. Dividing p and q by √(p² + q²) normalises the state and keeps the sign of Q. `two_level_iff` follows these cases.

```lean
/-- Two levels at heights `A, W ≥ 0` with real coupling `c` have a normalised
superposition of negative energy iff `c² > A W`. -/
theorem two_level_iff {A W c : ℝ} (hA : 0 ≤ A) (hW : 0 ≤ W) :
    (∃ p q : ℝ, p ^ 2 + q ^ 2 = 1 ∧ A * p ^ 2 + 2 * c * p * q + W * q ^ 2 < 0) ↔
      A * W < c ^ 2 := by
  constructor
  · rintro ⟨p, q, -, hQ⟩
    by_contra hc
    have hc' := not_lt.1 hc
    rcases hA.eq_or_lt with h0 | hpos
    · subst h0
      have c0 : c = 0 := by
        have : c ^ 2 = 0 := le_antisymm (by linarith) (sq_nonneg c)
        exact pow_eq_zero_iff (two_ne_zero) |>.1 this
      subst c0
      have := mul_nonneg hW (sq_nonneg q)
      linarith
    · -- complete the square
      have h1 := mul_neg_of_pos_of_neg hpos hQ
      have h2 := mul_nonneg (sub_nonneg.2 hc') (sq_nonneg q)
      have h3 := sq_nonneg (A * p + c * q)
      linarith
  · intro hc
    obtain ⟨p, q, hQ⟩ : ∃ p q : ℝ, A * p ^ 2 + 2 * c * p * q + W * q ^ 2 < 0 := by
      rcases hA.eq_or_lt with h0 | hpos
      · subst h0
        exact ⟨-(W + 1), 2 * c, by linarith⟩
      · have := mul_neg_of_pos_of_neg hpos (sub_neg.2 hc)
        exact ⟨-c, A, by linarith⟩
    have hn : 0 < p ^ 2 + q ^ 2 := by
      by_contra hneg
      have hle := not_lt.1 hneg
      have hp : p = 0 := pow_eq_zero_iff (two_ne_zero) |>.1
        (le_antisymm (by linarith [sq_nonneg q]) (sq_nonneg p))
      have hq : q = 0 := pow_eq_zero_iff (two_ne_zero) |>.1
        (le_antisymm (by linarith [sq_nonneg p]) (sq_nonneg q))
      simp [hp, hq] at hQ
    -- normalise the trial vector
    obtain ⟨r, hr, hr2⟩ : ∃ r : ℝ, 0 < r ∧ r ^ 2 = p ^ 2 + q ^ 2 :=
      ⟨Real.sqrt (p ^ 2 + q ^ 2), Real.sqrt_pos.2 hn, Real.sq_sqrt hn.le⟩
    refine ⟨p / r, q / r, ?_, ?_⟩
    · rw [div_pow, div_pow, ← add_div, hr2, div_self hn.ne']
    · have e : A * (p / r) ^ 2 + 2 * c * (p / r) * (q / r) + W * (q / r) ^ 2 =
          (A * p ^ 2 + 2 * c * p * q + W * q ^ 2) / r ^ 2 := by ring
      rw [e]
      exact div_neg_of_neg_of_pos hQ (pow_pos hr 2)
```

With W < 0 the ionic state is already below the triplet, yet the inequality can be false: on two points with a and b the unit vectors, w = 0, h = diag(−1,0) and I = aa, one has W = −1 and K = c = 0.

The main theorem says that some real p, q make pS + qI normalised and lower in energy than T if and only if 2KW < c². In its proof, `key` is the formula for Q, assembled from the gap, `hI` and the symmetry of H; `two_level_iff` finishes.

```lean
/-- Let `h` be symmetric, `w` positive semidefinite, `a, b` orthonormal, and let the
normalised ionic singlet lie `W ≥ 0` above the triplet. Some normalised mixture of the
covalent and ionic singlets lies below the triplet iff their coupling `c` obeys
`c² > 2KW`. -/
theorem singlet_below_triplet_iff {h w : Matrix ι ι ℝ} {a b : ι → ℝ} {x y : ℝ}
    (hh : h.IsSymm) (hw : ∀ ρ : ι → ℝ, 0 ≤ ρ ⬝ᵥ w *ᵥ ρ)
    (haa : a ⬝ᵥ a = 1) (hbb : b ⬝ᵥ b = 1) (hab : a ⬝ᵥ b = 0) (hxy : x ^ 2 + y ^ 2 = 1)
    {W : ℝ} (hW : 0 ≤ W)
    (hI : matEl h w (ionic a b x y) (ionic a b x y)
      = matEl h w (triplet a b) (triplet a b) + W) :
    (∃ p q : ℝ,
      overlap (p • covalent a b + q • ionic a b x y)
        (p • covalent a b + q • ionic a b x y) = 1 ∧
      matEl h w (p • covalent a b + q • ionic a b x y)
        (p • covalent a b + q • ionic a b x y) < matEl h w (triplet a b) (triplet a b)) ↔
      2 * exchange w a b * W < matEl h w (covalent a b) (ionic a b x y) ^ 2 := by
  obtain ⟨gap, hK⟩ := covalent_gap h hw hab
  obtain ⟨-, hSS, hII, hSI⟩ := states_orthonormal haa hbb hab hxy
  have hIS : overlap (ionic a b x y) (covalent a b) = 0 := by
    rw [← hSI]
    exact Finset.sum_congr rfl fun i _ => Finset.sum_congr rfl fun j _ => mul_comm _ _
  rw [← two_level_iff (mul_nonneg zero_le_two hK) hW]
  refine exists_congr fun p => exists_congr fun q => ?_
  have hn : overlap (p • covalent a b + q • ionic a b x y)
      (p • covalent a b + q • ionic a b x y) = p ^ 2 + q ^ 2 := by
    rw [overlap_expand, hSS, hII, hSI, hIS]
    ring
  rw [hn]
  refine and_congr_right fun h1 => ?_
  -- measure the energy of the mixture from the triplet
  have key : matEl h w (p • covalent a b + q • ionic a b x y)
      (p • covalent a b + q • ionic a b x y) - matEl h w (triplet a b) (triplet a b) =
      2 * exchange w a b * p ^ 2 + 2 * matEl h w (covalent a b) (ionic a b x y) * p * q
        + W * q ^ 2 := by
    rw [matEl_expand, matEl_comm hh w (ionic a b x y) (covalent a b)]
    linear_combination p ^ 2 * gap + q ^ 2 * hI
      + matEl h w (triplet a b) (triplet a b) * h1
  constructor <;> intro hlt <;> linarith [key]
```

The criterion covers only singlets in the span of S and one chosen I. Adding a second ionic function could lower the lowest singlet further. Within this two-electron model with two singlet basis states, the criterion weighs direct exchange, which favours the triplet, against covalent–ionic mixing, which favours the singlet.

## Symmetric w: the coupling in terms of integrals

`hws` says that the repulsion does not depend on which electron is labelled 1. The criterion is proved without it, but together with the identical one-electron terms it keeps H from mixing singlets with triplets. It also simplifies c. By orthonormality and the symmetry of h,

⟨ab|H|aa⟩ = a·hb + (a∗a)·w(a∗b),
⟨ba|H|aa⟩ = a·hb + (a∗b)·w(a∗a),

and likewise for bb. Symmetry of w makes the two lines equal, and 2/√2 = √2 gives

c = √2[(x + y)(a·hb) + x(a∗a)·w(a∗b) + y(b∗b)·w(a∗b)].

Without `hws`, each hybrid integral is replaced by the average of its two orderings.

```lean
/-- For symmetric `h` and `w` and orthonormal orbitals, the covalent-ionic coupling
consists of the hopping element between `a` and `b` and two hybrid repulsion integrals. -/
theorem coupling_formula {h w : Matrix ι ι ℝ} {a b : ι → ℝ} (x y : ℝ)
    (hh : h.IsSymm) (hws : w.IsSymm)
    (haa : a ⬝ᵥ a = 1) (hbb : b ⬝ᵥ b = 1) (hab : a ⬝ᵥ b = 0) :
    matEl h w (covalent a b) (ionic a b x y) =
      Real.sqrt 2 * ((x + y) * (a ⬝ᵥ h *ᵥ b)
        + x * ((a * a) ⬝ᵥ w *ᵥ (a * b)) + y * ((b * b) ⬝ᵥ w *ᵥ (a * b))) := by
  have hba : b ⬝ᵥ a = 0 := by rw [dotProduct_comm, hab]
  have sym : ∀ {A : Matrix ι ι ℝ}, A.IsSymm → ∀ u v : ι → ℝ,
      u ⬝ᵥ A *ᵥ v = v ⬝ᵥ A *ᵥ u := by
    intro A hA u v
    rw [Matrix.dotProduct_mulVec, ← Matrix.mulVec_transpose, hA.eq, dotProduct_comm]
  have hs : 2 * (Real.sqrt 2)⁻¹ = Real.sqrt 2 := by
    rw [← div_eq_mul_inv, div_eq_iff (by positivity)]
    exact (Real.mul_self_sqrt (by norm_num)).symm
  simp only [covalent, ionic, matEl_expand, matEl_orbProd, haa, hbb, hab, hba, mul_comm b a]
  rw [sym hh b a, sym hws (a * b) (a * a), sym hws (a * b) (b * b)]
  linear_combination ((x + y) * (a ⬝ᵥ h *ᵥ b)
    + x * ((a * a) ⬝ᵥ w *ᵥ (a * b)) + y * ((b * b) ⬝ᵥ w *ᵥ (a * b))) * hs

end

end CovalentIonicSinglet
```

```lean
#print axioms CovalentIonicSinglet.singlet_below_triplet_iff
#print axioms CovalentIonicSinglet.coupling_formula
```

```
'CovalentIonicSinglet.singlet_below_triplet_iff' depends on axioms: [propext, Classical.choice, Quot.sound]
'CovalentIonicSinglet.coupling_formula' depends on axioms: [propext, Classical.choice, Quot.sound]
```

## Two points, worked in numbers

Let a = (1,1)/√2, b = (1,−1)/√2, h = diag(d,−d), w = diag(4,4) and I = aa. Then a∗b = (1/2,−1/2), so K = 2. Also E(T) = 0, E(S) = 4 and E(I) = 2, so W = 2. The hopping element is a·hb = d and the hybrid integral vanishes, so c = √2·d. The criterion reads 2d² > 8, or |d| > 2. Both orbitals are spread over the two points, so covalent and ionic describe here the occupation of a and b, not of the points: S has both electrons on the same point, which is why E(S) = 4.

The lower level of the 2×2 problem is 3 − √(1 + 2d²). It is about 1.27 for d = 1, above the triplet, and about −1.36 for d = 3, below it. The order at d = 1 holds only in the span of S and aa: the omitted singlet (aa − bb)/√2, with one electron on each point, has energy 0 for every d, the same as the triplet.
